# Charges of an alternant Hückel cation with one non-bonding orbital

A π system is a finite set `n` of atoms, with one orthonormal orbital on each. The Hückel Hamiltonian is $\alpha\mathbf 1+\beta A$ with $\beta<0$, so the real matrix $A$ holds energies relative to $\alpha$ in units of $\beta$. An eigenvalue $\mu>0$ of $A$ is then a bonding level, $\mu<0$ an antibonding one, and $\mu=0$ a non-bonding one.

In Lean 4 with Mathlib:

```lean
import Mathlib

open Matrix

namespace OddAlternantCharges

noncomputable section

variable {n : Type*} [Fintype n] [DecidableEq n]
```

Each atom $r$ has a colour, the Boolean `c r`. The matrix is alternant if it is symmetric and $A_{ij}=0$ whenever $i$ and $j$ have the same colour. Taking $i=j$ makes the diagonal zero, so all atoms share the same $\alpha$. The couplings may differ from bond to bond.

```lean
/-- A real symmetric Hückel matrix that couples only atoms of opposite colour. -/
structure IsAlternant (A : Matrix n n ℝ) (c : n → Bool) : Prop where
  symm : A.IsSymm
  bipartite : ∀ i j, c i = c j → A i j = 0
```

The non-bonding orbital is a vector $u$ with $Au=0$ and $u\cdot u=1$, such that every kernel vector is a multiple of $u$.

```lean
/-- The normalised orbital `u` spans the kernel of the Hückel matrix `A`. -/
structure IsNBMO (A : Matrix n n ℝ) (u : n → ℝ) : Prop where
  kernel : A *ᵥ u = 0
  unit : u ⬝ᵥ u = 1
  unique : ∀ v, A *ᵥ v = 0 → ∃ t : ℝ, v = t • u
```

The matrix $P$ is the orthogonal projector onto the span of all bonding orbitals. It is specified by its action: it leaves each bonding orbital unchanged and sends to zero every vector orthogonal to all of them.

```lean
/-- `P` is the orthogonal projector onto the span of the eigenvectors of `A` with positive
eigenvalue: it fixes these and annihilates every vector orthogonal to all of them. -/
structure IsBondingProjector (A P : Matrix n n ℝ) : Prop where
  fixes : ∀ (μ : ℝ) (v : n → ℝ), 0 < μ → A *ᵥ v = μ • v → P *ᵥ v = v
  kills : ∀ w : n → ℝ,
    (∀ (μ : ℝ) (v : n → ℝ), 0 < μ → A *ᵥ v = μ • v → v ⬝ᵥ w = 0) → P *ᵥ w = 0
```

Let $s_r=\pm1$ be the sign of the colour of atom $r$ (`sgn c r`), and let $D$ be the diagonal matrix of these signs (`colourSign c`).

```lean
/-- The sign attached to an atom by its colour. -/
def sgn (c : n → Bool) (r : n) : ℝ := if c r then 1 else -1

/-- The diagonal matrix that reverses the orbital coefficients on one colour class. -/
def colourSign (c : n → Bool) : Matrix n n ℝ := Matrix.diagonal (sgn c)
```

Each atom supplies one π electron. With the bonding orbitals doubly filled and $m$ electrons in $u$, the population of atom $r$ is $2P_{rr}+m\,u_r^2$, and its net charge in units of $e$ is one minus that.

```lean
/-- Net π charge of atom `r`, which supplies one electron, when the orbitals in the range of `P`
are doubly occupied and the orbital `u` holds `m` electrons. -/
def netCharge (P : Matrix n n ℝ) (u : n → ℝ) (m : ℝ) (r : n) : ℝ :=
  1 - (2 * P r r + m * u r ^ 2)
```

Under these hypotheses $2P_{rr}=1-u_r^2$ at every atom. The cation has $m=0$, so its charge on atom $r$ is $u_r^2$. In this non-interacting model, the charge distribution can therefore be read from a single orbital, without computing the occupied ones. Electron repulsion and orbital overlap are left out.

## Coupling only between opposite colours

Physically, this hypothesis describes a conjugated system without odd rings and without heteroatom shifts of $\alpha$. By hand, it gives the pairing of levels. The entries of the two products are
$$(AD)_{ij}=A_{ij}s_j,\qquad (DA)_{ij}=s_iA_{ij}.$$
If $i$ and $j$ have the same colour, both vanish. Otherwise $s_j=-s_i$. Hence $AD=-DA$, and $Av=\mu v$ implies
$$A(Dv)=-D(Av)=-\mu\,(Dv).$$

The first two lemmas below supply $s_r^2=1$ and the sign change between colours. The third says that $uu^{\mathsf T}v=(u\cdot v)\,u$, which is needed later.

```lean
omit [Fintype n] [DecidableEq n] in
private lemma sgn_sq (c : n → Bool) (r : n) : sgn c r * sgn c r = 1 := by
  unfold sgn
  split_ifs <;> norm_num

omit [Fintype n] [DecidableEq n] in
private lemma sgn_opp (c : n → Bool) {i j : n} (h : c i ≠ c j) : sgn c j = -sgn c i := by
  unfold sgn
  cases hi : c i <;> cases hj : c j <;> simp_all

omit [DecidableEq n] in
private lemma outer_mulVec (u v : n → ℝ) : vecMulVec u u *ᵥ v = (u ⬝ᵥ v) • u := by
  ext i
  simp only [mulVec, dotProduct, vecMulVec_apply, Pi.smul_apply, smul_eq_mul, Finset.sum_mul]
  exact Finset.sum_congr rfl fun j _ => by ring
```

In `pairing`, the step `anti` is the anticommutation, proved by the same two cases.

```lean
/-- Pairing of levels: reversing the signs on one colour class turns an orbital of energy `μ`
into one of energy `-μ`. -/
theorem pairing {A : Matrix n n ℝ} {c : n → Bool} (hA : IsAlternant A c) {μ : ℝ} {v : n → ℝ}
    (hv : A *ᵥ v = μ • v) : A *ᵥ (colourSign c *ᵥ v) = (-μ) • (colourSign c *ᵥ v) := by
  -- the colour signs anticommute with the Hückel matrix
  have anti : A * colourSign c = -(colourSign c * A) := by
    ext i j
    simp only [colourSign, Matrix.mul_diagonal, Matrix.neg_apply, Matrix.diagonal_mul]
    by_cases h : c i = c j
    · rw [hA.bipartite i j h]; ring
    · rw [sgn_opp c h]; ring
  rw [mulVec_mulVec, anti, neg_mulVec, ← mulVec_mulVec, hv, mulVec_smul, neg_smul]
```

Without this hypothesis the charge formula can fail. Take three atoms in a row, the middle one a heteroatom with orbital energy $\alpha+\beta$:
$$A=\begin{pmatrix}0&1&0\\1&1&1\\0&1&0\end{pmatrix}.$$
The kernel is spanned by $u=(1,0,-1)/\sqrt2$, and the only positive level, $2$, belongs to $(1,2,1)/\sqrt6$. On the middle atom $2P_{rr}=\tfrac43$, whereas $1-u_r^2=1$.

## Symmetry of the Hückel matrix

Symmetry expresses that the Hamiltonian is Hermitian, with real couplings. It is used twice. First, if $Av=\mu v$ and $Aw=\nu w$, then
$$\mu\,(v\cdot w)=(Av)\cdot w=v\cdot(Aw)=\nu\,(v\cdot w),$$
so $v\cdot w=0$ when $\mu\neq\nu$. The `calc` block is this chain.

```lean
omit [DecidableEq n] in
/-- Orbitals of a symmetric Hückel matrix with different energies are orthogonal. -/
theorem orthogonal_of_ne {A : Matrix n n ℝ} (hA : A.IsSymm) {μ ν : ℝ} {v w : n → ℝ}
    (hv : A *ᵥ v = μ • v) (hw : A *ᵥ w = ν • w) (h : μ ≠ ν) : v ⬝ᵥ w = 0 := by
  have key : μ * (v ⬝ᵥ w) = ν * (v ⬝ᵥ w) := by
    calc μ * (v ⬝ᵥ w) = (A *ᵥ v) ⬝ᵥ w := by rw [hv, smul_dotProduct, smul_eq_mul]
      _ = v ⬝ᵥ (A *ᵥ w) := by rw [Matrix.dotProduct_mulVec, ← Matrix.mulVec_transpose, hA.eq]
      _ = ν * (v ⬝ᵥ w) := by rw [hw, dotProduct_smul, smul_eq_mul]
  have h0 : (μ - ν) * (v ⬝ᵥ w) = 0 := by linear_combination key
  exact (mul_eq_zero.mp h0).resolve_left (sub_ne_zero.mpr h)
```

Second, the spectral theorem provides an orthonormal basis of eigenvectors. Let $U$ be the matrix with these as columns. If a matrix $Q$ leaves every eigenvector unchanged, then $QU=U$, and since $UU^{\mathsf T}=\mathbf 1$,
$$Q=QUU^{\mathsf T}=UU^{\mathsf T}=\mathbf 1.$$
In the proof, `hQU` is $QU=U$, checked column by column, and `hU` is the unitarity of $U$.

```lean
/-- A matrix that fixes every orbital of a symmetric Hückel matrix is the identity. -/
theorem eq_one_of_fixes {A Q : Matrix n n ℝ} (hA : A.IsSymm)
    (hQ : ∀ (μ : ℝ) (v : n → ℝ), A *ᵥ v = μ • v → Q *ᵥ v = v) : Q = 1 := by
  have hH : A.IsHermitian := Matrix.IsHermitian.ext fun i j => by simpa using hA.apply i j
  -- the columns of the unitary U are the orbitals
  have hU := Matrix.mem_unitaryGroup_iff.mp hH.eigenvectorUnitary.2
  have hQU : Q * (hH.eigenvectorUnitary : Matrix n n ℝ) = hH.eigenvectorUnitary := by
    ext i j
    have h := congrFun (hQ _ _ (hH.mulVec_eigenvectorBasis j)) i
    rw [Matrix.mul_apply]
    simp only [Matrix.IsHermitian.eigenvectorUnitary_apply]
    exact h
  rw [← mul_one Q, ← hU, ← mul_assoc, hQU]
```

Without symmetry, consider two atoms of opposite colour and
$$A=\begin{pmatrix}0&1\\0&0\end{pmatrix}.$$
The kernel is spanned by $u=(1,0)$ and there is no positive eigenvalue, so $P=0$. On the second atom $2P_{rr}=0$, but $1-u_r^2=1$.

## A single non-bonding level and filled bonding levels

The condition on $u$ says that exactly one level lies at $\alpha$, and the condition on $P$ says which orbitals are doubly occupied. Both enter when the matrix
$$Q=P+DPD+uu^{\mathsf T}$$
is applied to an eigenvector $v$ of level $\mu$. By orthogonality, $P$ sends to zero every eigenvector whose level is at most zero. By pairing, $Dv$ has level $-\mu$. Also $D^2=\mathbf 1$.

- If $\mu<0$, then $Pv=0$ and $u\cdot v=0$. Since $Dv$ is bonding, $DPDv=D^2v=v$.
- If $\mu=0$, then $Pv=0$ and $PDv=0$. Since the kernel is one-dimensional, $v=tu$ for some real $t$, and $uu^{\mathsf T}v=t(u\cdot u)u=v$.
- If $\mu>0$, then $Pv=v$, $PDv=0$ and $u\cdot v=0$.

In every case $Qv=v$, so $Q=\mathbf 1$.

The proof of `resolution` has the same three branches, opened by `lt_trichotomy`. Its local step `kill` combines the condition `kills` with orthogonality, while `fixes` handles the bonding vector, which is $v$ or $Dv$. The fields `unique` and `unit` of `IsNBMO` are used only in the middle branch.

```lean
/-- The bonding projector, its sign-reversed partner and the projector onto the non-bonding
orbital add up to the identity. -/
theorem resolution {A P : Matrix n n ℝ} {c : n → Bool} {u : n → ℝ} (hA : IsAlternant A c)
    (hu : IsNBMO A u) (hP : IsBondingProjector A P) :
    P + colourSign c * P * colourSign c + vecMulVec u u = 1 := by
  have kill : ∀ (ν : ℝ) (w : n → ℝ), ν ≤ 0 → A *ᵥ w = ν • w → P *ᵥ w = 0 :=
    fun ν w hν hw => hP.kills w fun μ v hμ hv =>
      orthogonal_of_ne hA.symm hv hw (lt_of_le_of_lt hν hμ).ne'
  have hu0 : A *ᵥ u = (0 : ℝ) • u := by rw [hu.kernel, zero_smul]
  have hD : colourSign c * colourSign c = 1 := by
    rw [colourSign, Matrix.diagonal_mul_diagonal, ← Matrix.diagonal_one]
    congr 1
    funext r
    exact sgn_sq c r
  apply eq_one_of_fixes hA.symm
  intro μ v hv
  have hDv := pairing hA hv
  rw [add_mulVec, add_mulVec, ← mulVec_mulVec, ← mulVec_mulVec, outer_mulVec]
  rcases lt_trichotomy μ 0 with h | h | h
  · -- antibonding: only the sign-reversed projector acts
    rw [kill μ v h.le hv, hP.fixes (-μ) _ (by linarith) hDv, mulVec_mulVec, hD, one_mulVec,
      orthogonal_of_ne hA.symm hu0 hv h.ne', zero_smul, zero_add, add_zero]
  · -- non-bonding: only the projector onto u acts
    rw [kill μ v h.le hv, kill (-μ) _ (by linarith) hDv, mulVec_zero, zero_add, zero_add]
    obtain ⟨t, rfl⟩ := hu.unique v (by rw [hv, h, zero_smul])
    rw [dotProduct_smul, hu.unit, smul_eq_mul, mul_one]
  · -- bonding: only P acts
    rw [hP.fixes μ v h hv, kill (-μ) _ (by linarith) hDv, mulVec_zero,
      orthogonal_of_ne hA.symm hu0 hv h.ne, zero_smul, add_zero, add_zero]
```

The diagonal entry of $Q=\mathbf 1$ at atom $r$ reads
$$P_{rr}+s_r^2P_{rr}+u_r^2=1,$$
and $s_r^2=1$ gives the result.

```lean
/-- With the bonding orbitals doubly filled and the non-bonding orbital `u` empty, the π electron
population of atom `r` is `1 - u r ^ 2`. -/
theorem cation_population {A P : Matrix n n ℝ} {c : n → Bool} {u : n → ℝ}
    (hA : IsAlternant A c) (hu : IsNBMO A u) (hP : IsBondingProjector A P) (r : n) :
    2 * P r r = 1 - u r ^ 2 := by
  have h := congrFun (congrFun (resolution hA hu hP) r) r
  simp only [Matrix.add_apply, colourSign, Matrix.mul_diagonal, Matrix.diagonal_mul,
    vecMulVec_apply, Matrix.one_apply_eq] at h
  linear_combination h - P r r * sgn_sq c r
```

Each part of these conditions matters:

- **Several non-bonding levels.** Two uncoupled atoms have $A=0$ and $P=0$. With $u=(1,0)$, the second atom has $2P_{rr}=0$ but $1-u_r^2=1$.
- **No normalisation.** For a single atom with $A=0$ and $u=2$, the left side is $0$ and the right side is $-3$.
- **$Au=0$ not required.** Two atoms joined by a coupling of $1$ have levels $\pm1$, so the kernel is zero and its only vector is trivially a multiple of $u=(1,0)$. On the first atom $2P_{rr}=1$, but $1-u_r^2=0$.
- **Only `fixes` required.** The identity matrix would then qualify as $P$, which amounts to filling every orbital, and $2P_{rr}=2$ exceeds $1-u_r^2$.
- **Only `kills` required.** Then $P=0$ would qualify, which leaves the bonding orbitals empty. The formula would demand $u_r^2=1$ at every atom, which a unit vector on two or more atoms can't satisfy.

## From the cation to the radical and the anion

Inserting the population into the definition of the net charge gives
$$1-(1-u_r^2)-m\,u_r^2=(1-m)\,u_r^2.$$
The cation ($m=0$) carries $u_r^2$, the radical ($m=1$) is neutral at every atom, and the anion ($m=2$) carries $-u_r^2$. The theorem allows any real $m$.

```lean
/-- With `m` electrons in the non-bonding orbital, the net charge of atom `r` is
`(1 - m) * u r ^ 2`. -/
theorem netCharge_eq {A P : Matrix n n ℝ} {c : n → Bool} {u : n → ℝ}
    (hA : IsAlternant A c) (hu : IsNBMO A u) (hP : IsBondingProjector A P) (m : ℝ) (r : n) :
    netCharge P u m r = (1 - m) * u r ^ 2 := by
  unfold netCharge
  linear_combination -cation_population hA hu hP r
```

The charge is also confined to one colour. By pairing, $Du$ lies in the kernel, so $Du=tu$ for some real $t$, that is, $s_ru_r=t\,u_r$ for all $r$. Since $u$ has unit length, some atom $a$ has $u_a\neq0$, which forces $t=s_a$. An atom $r$ of the other colour has $s_r=-s_a$, so $-s_au_r=s_au_r$ and $u_r=0$. The proof follows these steps, with `hta` for $t=s_a$ and `hopp` for the opposite sign.

```lean
/-- The non-bonding orbital vanishes on all atoms of one colour. -/
theorem nbmo_one_colour {A : Matrix n n ℝ} {c : n → Bool} {u : n → ℝ}
    (hA : IsAlternant A c) (hu : IsNBMO A u) : ∃ b : Bool, ∀ r, c r = b → u r = 0 := by
  have hu0 : A *ᵥ u = (0 : ℝ) • u := by rw [hu.kernel, zero_smul]
  obtain ⟨t, ht⟩ := hu.unique (colourSign c *ᵥ u) (by rw [pairing hA hu0, neg_zero, zero_smul])
  have hs : ∀ r, sgn c r * u r = t * u r := fun r => by
    have h := congrFun ht r
    rwa [colourSign, Matrix.mulVec_diagonal, Pi.smul_apply, smul_eq_mul] at h
  have hne : ∃ r, u r ≠ 0 := by
    by_contra hcon
    push Not at hcon
    have h1 := hu.unit
    simp [dotProduct, hcon] at h1
  obtain ⟨a, ha⟩ := hne
  have hta : sgn c a = t := mul_right_cancel₀ ha (hs a)
  refine ⟨!c a, fun r hr => ?_⟩
  have hopp : sgn c r = -sgn c a := sgn_opp c (by rw [hr]; cases c a <;> decide)
  have h := hs r
  rw [hopp, ← hta] at h
  linear_combination (-sgn c a / 2) * h - u r * sgn_sq c a
```

## The allyl chain

Three atoms in a row, numbered 0, 1, 2 as in the code, satisfy all the hypotheses at once. The end atoms have one colour and the middle atom the other.

```lean
/-- The Hückel matrix of the three-atom allyl chain. -/
def allyl : Matrix (Fin 3) (Fin 3) ℝ := !![0, 1, 0; 1, 0, 1; 0, 1, 0]

/-- The bonding orbital of the allyl chain. -/
def allylBonding : Fin 3 → ℝ := ![1 / 2, √2 / 2, 1 / 2]

/-- The non-bonding orbital of the allyl chain. -/
def allylNBMO : Fin 3 → ℝ := ![√2 / 2, 0, -(√2 / 2)]
```

Here $Av=(v_1,\;v_0+v_2,\;v_1)$. If $Av=0$, then $v_1=0$ and $v_2=-v_0$, so $v=\sqrt2\,v_0\,u$ with $u=(\tfrac{\sqrt2}{2},0,-\tfrac{\sqrt2}{2})$.

If $Av=\mu v$ with $\mu>0$, then $v_1=\mu v_0=\mu v_2$, so $v_0=v_2$ and $2v_0=\mu^2v_0$. This factors as $(\mu+\sqrt2)(\mu-\sqrt2)v_0=0$. The first factor is positive, so $\mu v_0=\sqrt2\,v_0$ and $v_1=\sqrt2\,v_0$. Thus $v=2v_0\,b$ with the unit vector $b=(\tfrac12,\tfrac{\sqrt2}{2},\tfrac12)$, and $b\cdot v=2v_0$, so $bb^{\mathsf T}v=v$. Conversely $Ab=\sqrt2\,b$, so a vector orthogonal to all bonding orbitals is orthogonal to $b$ and is sent to zero by $bb^{\mathsf T}$. Hence $P=bb^{\mathsf T}$.

The populations $2b_r^2$ are $\tfrac12,1,\tfrac12$, in agreement with $1-u_r^2$. In this model, the allyl cation carries π charge $\tfrac12$ on each end atom and none in the middle.

```lean
/-- The allyl chain, with its end atoms of one colour, its non-bonding orbital and the projector
onto its bonding orbital, meets all the hypotheses of the charge theorem. -/
theorem allyl_witness : IsAlternant allyl ![true, false, true] ∧ IsNBMO allyl allylNBMO ∧
    IsBondingProjector allyl (vecMulVec allylBonding allylBonding) := by
  have h2 : √2 * √2 = (2 : ℝ) := Real.mul_self_sqrt (by norm_num)
  have hA : ∀ v : Fin 3 → ℝ, allyl *ᵥ v = ![v 1, v 0 + v 2, v 1] := fun v => by
    ext i
    fin_cases i <;> simp [allyl, mulVec, dotProduct, Fin.sum_univ_three]
  refine ⟨⟨?_, ?_⟩, ⟨?_, ?_, ?_⟩, ⟨?_, ?_⟩⟩
  · ext i j
    fin_cases i <;> fin_cases j <;> simp [allyl]
  · intro i j h
    fin_cases i <;> fin_cases j <;> simp [allyl] at h ⊢
  · rw [hA]
    ext i
    fin_cases i <;> simp [allylNBMO]
  · have h : allylNBMO ⬝ᵥ allylNBMO
        = √2 / 2 * (√2 / 2) + 0 * 0 + -(√2 / 2) * -(√2 / 2) := by
      simp [dotProduct, Fin.sum_univ_three, allylNBMO]
    rw [h]
    linear_combination h2 / 2
  · intro v hv
    rw [hA] at hv
    have e0 : v 1 = 0 := congrFun hv 0
    have e1 : v 0 + v 2 = 0 := congrFun hv 1
    refine ⟨√2 * v 0, ?_⟩
    ext i
    fin_cases i
    · show v 0 = √2 * v 0 * (√2 / 2)
      linear_combination (-v 0 / 2) * h2
    · show v 1 = √2 * v 0 * 0
      linear_combination e0
    · show v 2 = √2 * v 0 * -(√2 / 2)
      linear_combination e1 + (v 0 / 2) * h2
  · intro μ v hμ hv
    rw [hA] at hv
    have e0 : v 1 = μ * v 0 := congrFun hv 0
    have e1 : v 0 + v 2 = μ * v 1 := congrFun hv 1
    have e2 : v 1 = μ * v 2 := congrFun hv 2
    have h02 : v 0 = v 2 := mul_left_cancel₀ hμ.ne' (e0.symm.trans e2)
    have hpos : 0 < μ + √2 := by positivity
    -- the only positive level is √2
    have k : (μ + √2) * ((μ - √2) * v 0) = 0 := by
      linear_combination -e1 - μ * e0 - h02 - v 0 * h2
    have k' := (mul_eq_zero.mp k).resolve_left hpos.ne'
    have h1 : v 1 = √2 * v 0 := by linear_combination e0 + k'
    have hw : allylBonding ⬝ᵥ v = 2 * v 0 := by
      have h : allylBonding ⬝ᵥ v = 1 / 2 * v 0 + √2 / 2 * v 1 + 1 / 2 * v 2 := by
        simp [dotProduct, Fin.sum_univ_three, allylBonding]
      rw [h]
      linear_combination (√2 / 2) * h1 - h02 / 2 + (v 0 / 2) * h2
    rw [outer_mulVec, hw]
    ext i
    fin_cases i
    · show 2 * v 0 * (1 / 2) = v 0
      ring
    · show 2 * v 0 * (√2 / 2) = v 1
      linear_combination -h1
    · show 2 * v 0 * (1 / 2) = v 2
      linear_combination h02
  · intro w hw
    have heig : allyl *ᵥ allylBonding = √2 • allylBonding := by
      rw [hA]
      ext i
      fin_cases i
      · show √2 / 2 = √2 * (1 / 2)
        ring
      · show (1 / 2 + 1 / 2 : ℝ) = √2 * (√2 / 2)
        linear_combination -h2 / 2
      · show √2 / 2 = √2 * (1 / 2)
        ring
    rw [outer_mulVec, hw √2 allylBonding (by positivity) heig, zero_smul]

end

end OddAlternantCharges
```

```lean
#print axioms OddAlternantCharges.cation_population
#print axioms OddAlternantCharges.netCharge_eq
#print axioms OddAlternantCharges.nbmo_one_colour
```

```
'OddAlternantCharges.cation_population' depends on axioms: [propext, Classical.choice, Quot.sound]
'OddAlternantCharges.netCharge_eq' depends on axioms: [propext, Classical.choice, Quot.sound]
'OddAlternantCharges.nbmo_one_colour' depends on axioms: [propext, Classical.choice, Quot.sound]
```
